# Monotonicity and an unattained ceiling for the McMillan formula at positive reduced coupling

In a conventional superconductor, electrons near the Fermi surface attract each other by exchanging phonons and repel each other through the screened Coulomb interaction. The strength of the attraction is summarised by the dimensionless electron-phonon coupling $\lambda$, the repulsion by the Coulomb pseudopotential $\mu$ (usually written $\mu^*$, since $\mu$ alone often denotes the Coulomb parameter before its reduction by retardation), and the phonon energy scale by the Debye temperature $\theta$. The McMillan formula estimates the critical temperature from these three numbers,

$$T_c=\frac{\theta}{1.45}\exp\left(-\frac{1.04\,(1+\lambda)}{\lambda-\mu\,(1+0.62\lambda)}\right).$$

The factor $1+\lambda$ is the phonon renormalisation of the electron mass. The constants $1.45$, $1.04$ and $0.62$ are fit parameters that make the expression follow numerical solutions of the Eliashberg equations, and they are taken here as given. Since $\lambda$ enters both numerator and denominator, the formula does not show at a glance whether stronger coupling always raises $T_c$, or how far it can raise it at fixed $\theta$.

For $\theta>0$ and $0\le\mu<1/0.62$, and for couplings $\lambda>0$ at which the denominator is positive, $T_c$ increases strictly with $\lambda$, stays strictly below $(\theta/1.45)\exp(-1.04/(1-0.62\mu))$, and has this value as its least upper bound. At each fixed $\lambda>0$ it decreases strictly with $\mu$ wherever the denominator is positive.

## Splitting the exponent

Nothing depends on the particular constants, so write $T=A e^{-E}$ with a prefactor $A>0$, constants $a>0$ and $b$, and

$$E=\frac{a(1+\lambda)}{D},\qquad D=\lambda-\mu(1+b\lambda)=k\lambda-\mu,\qquad k=1-b\mu .$$

$D$ is the attraction left over after the Coulomb repulsion is subtracted. Call the set of $\lambda>0$ with $D>0$ the window, and take $\mu\ge0$, which says that the Coulomb term is repulsive or absent.

The condition $D>0$ reads $\mu<k\lambda$. If $k\le0$, the right side is at most zero for $\lambda>0$, which contradicts $\mu\ge0$. Hence $k>0$, and dividing gives $\lambda>\lambda_c$ with the threshold $\lambda_c=\mu/k$. Conversely, $k>0$ and $\lambda>\lambda_c\ge0$ give $\lambda>0$ and $D>0$. The window is therefore the half-line $(\lambda_c,\infty)$ when $b\mu<1$ and is empty otherwise. For $b=0.62$ this is the condition $\mu<1/0.62$: beyond it the repulsive term grows with $\lambda$ at least as fast as the attraction, and no coupling overcomes it. At $\mu=0$ the window is all $\lambda>0$.

From $D=k\lambda-\mu$ follows $1+\lambda=(D+k+\mu)/k$, so for $k\ne0$ and $D\neq0$

$$E=\frac{a}{k}+\frac{a(k+\mu)}{kD}.$$

For two couplings $x<y$ in the window, with denominators $D(x),D(y)>0$, the inequality $E(y)<E(x)$ is equivalent to $a(1+y)D(x)<a(1+x)D(y)$. Expanding,

$$a(1+x)(ky-\mu)-a(1+y)(kx-\mu)=a\,(y-x)(k+\mu)>0,$$

because $k>0$ and $\mu\ge0$. A smaller exponent gives a larger $Ae^{-E}$, so $T(x)<T(y)$.

Now fix $\lambda>0$, let $b\ge0$, and compare two pseudopotentials $x<y$ with positive denominators. The numerator $a(1+\lambda)$ is positive and common to both, and the denominator at $x$ exceeds the one at $y$ by $(y-x)(1+b\lambda)>0$. The exponent is larger at $y$, and $T$ is smaller. The sign of the pseudopotential is not used.

On the window the second term of the split is positive, so $E>a/k$ and $T<T_{\max}$, where $T_{\max}=Ae^{-a/k}$ is the ceiling. As $\lambda\to\infty$, $D=k\lambda-\mu\to\infty$, the second term vanishes, and $T\to T_{\max}$. If $c$ is any upper bound of $T$ on the window, then $T(\lambda)\le c$ for all $\lambda>\lambda_c$, and the limit gives $T_{\max}\le c$. Thus $T_{\max}$ is the least upper bound, and no coupling attains it. At the other end, $D=k(\lambda-\lambda_c)\to0^+$ as $\lambda$ decreases to $\lambda_c$, the second term diverges to $+\infty$, and $T\to0$.

## Values for $\theta=290$ K

Take the illustrative value $\theta=290$ K, so that $A=200$ K, and $\mu=0.1$. Then $k=0.938$, $\lambda_c\approx0.1066$, $a/k\approx1.1087$ and $T_{\max}\approx200\,e^{-1.1087}\approx66.0$ K. At $\lambda=1$, $D=1-0.162=0.838$ and $E=2.08/0.838\approx2.4821$, which the split reproduces as $1.1087+1.04\cdot1.038/(0.938\cdot0.838)\approx1.1087+1.3734$. This gives $T_c\approx16.7$ K. At $\lambda=2$, $D=1.776$, $E\approx1.7568$ and $T_c\approx34.5$ K, about half the ceiling. Raising $\mu$ to $0.15$ at $\lambda=1$ lowers $D$ to $0.757$, raises $E$ to about $2.7477$, and lowers $T_c$ to about $12.8$ K.

## The formula and its parameters in Lean

All quantities are real numbers. Temperatures carry no unit in the code: `theta`, `A` and the result share whichever unit is chosen, and $\lambda$ and $\mu$ appear as `lam` and `mu`.

```lean
import Mathlib

open Filter Topology Set

namespace McMillanTc

noncomputable section
```

The denominator $D$ is `effCoupling`, the exponent $E$ is `exponent`, and $T=Ae^{-E}$ is `tcForm`.

```lean
/-- The coupling reduced by the Coulomb pseudopotential, `λ - μ (1 + b λ)`. -/
def effCoupling (b lam mu : ℝ) : ℝ := lam - mu * (1 + b * lam)

/-- The exponent `a (1 + λ) / (λ - μ (1 + b λ))`. -/
def exponent (a b lam mu : ℝ) : ℝ := a * (1 + lam) / effCoupling b lam mu

/-- Critical temperature of McMillan form with prefactor `A` and fit constants `a`, `b`. -/
def tcForm (A a b lam mu : ℝ) : ℝ := A * Real.exp (-exponent a b lam mu)
```

These are defined for all real arguments. Lean sets a quotient by zero equal to zero, so at $D=0$ `tcForm` returns $A$, and for $D<0$ the expression has no meaning as a critical temperature. Every result about the temperature is therefore stated on a set where $D>0$ or as a limit taken through such values.

The McMillan formula is the case $A=\theta/1.45$, $a=1.04$, $b=0.62$, where the decimals denote exact rational numbers.

```lean
/-- The McMillan formula: prefactor `θ / 1.45` and constants `1.04`, `0.62`. -/
def mcMillanTc (theta lam mu : ℝ) : ℝ := tcForm (theta / 1.45) 1.04 0.62 lam mu
```

The window is written with the inequality `mu * (1 + b * lam) < lam`, which is $D>0$. The threshold $\lambda_c$ and the ceiling $T_{\max}$ have $k$ spelled out as `1 - b * mu`.

```lean
/-- The positive couplings `λ` that exceed `μ (1 + b λ)`. -/
def window (b mu : ℝ) : Set ℝ := {lam | 0 < lam ∧ mu * (1 + b * lam) < lam}

/-- The threshold coupling `μ / (1 - b μ)`. -/
def threshold (b mu : ℝ) : ℝ := mu / (1 - b * mu)

/-- The ceiling temperature `A exp(-a / (1 - b μ))`. -/
def ceiling (A a b mu : ℝ) : ℝ := A * Real.exp (-(a / (1 - b * mu)))
```

## The window as a half-line and the split of the exponent

`mem_window_iff` states that for $\mu\ge0$ and any real $b$, membership of the window is equivalent to $b\mu<1$ together with $\lambda>\lambda_c$. In the forward direction `by_contra` assumes $b\mu\ge1$, and the hint to `nlinarith` is the product $\lambda(b\mu-1)\ge0$, which is the step $k\lambda\le0$ above. In both directions `div_lt_iff₀` turns $\mu/k<\lambda$ into $\mu<\lambda k$.

```lean
variable {A a b lam mu : ℝ}

/-- For `μ ≥ 0`, a coupling lies in the window exactly when `b μ < 1` and the coupling
exceeds the threshold. -/
theorem mem_window_iff (hmu : 0 ≤ mu) :
    lam ∈ window b mu ↔ b * mu < 1 ∧ threshold b mu < lam := by
  constructor
  · rintro ⟨h0, h1⟩
    have hk : b * mu < 1 := by
      by_contra h
      nlinarith [mul_nonneg h0.le (sub_nonneg.2 (not_lt.mp h))]
    refine ⟨hk, ?_⟩
    unfold threshold
    rw [div_lt_iff₀ (sub_pos.2 hk)]
    nlinarith
  · rintro ⟨hk, h⟩
    unfold threshold at h
    have h0 : 0 < lam := lt_of_le_of_lt (div_nonneg hmu (sub_pos.2 hk).le) h
    rw [div_lt_iff₀ (sub_pos.2 hk)] at h
    exact ⟨h0, by nlinarith⟩
```

`exponent_split` is a purely algebraic identity that assumes only $k\ne0$ and $D\ne0$. The right side is put over a common denominator, `div_eq_div_iff` cross-multiplies, and `ring` confirms the polynomial identity once $D$ is expanded.

```lean
/-- The exponent is the constant `a / (1 - b μ)` plus a term inversely proportional to the
reduced coupling. -/
theorem exponent_split (hk : 1 - b * mu ≠ 0) (hd : effCoupling b lam mu ≠ 0) :
    exponent a b lam mu =
      a / (1 - b * mu) + a * (1 - b * mu + mu) / ((1 - b * mu) * effCoupling b lam mu) := by
  unfold exponent
  rw [div_add_div _ _ hk (mul_ne_zero hk hd),
    div_eq_div_iff hd (mul_ne_zero hk (mul_ne_zero hk hd))]
  unfold effCoupling
  ring
```

## Strict monotonicity in the coupling and in the pseudopotential

`StrictMonoOn f s` means that $f(x)<f(y)$ whenever $x<y$ both lie in `s`. The theorem has no hypothesis $b\mu<1$, since a point `x` of the window supplies it through `mem_window_iff`. From this comes `hkm`, the positivity of $k+\mu$. After `div_lt_div_iff₀` cross-multiplies, `nlinarith` receives the positive quantity $a(y-x)(k+\mu)$ found above. The last line passes from exponents to temperatures with `Real.exp_lt_exp` and $A>0$.

```lean
/-- At fixed `μ ≥ 0` the critical temperature increases strictly with the coupling on the
window. -/
theorem tcForm_strictMonoOn (hA : 0 < A) (ha : 0 < a) (hmu : 0 ≤ mu) :
    StrictMonoOn (fun lam => tcForm A a b lam mu) (window b mu) := by
  intro x hx y hy hxy
  have hk : b * mu < 1 := ((mem_window_iff hmu).1 hx).1
  have hkm : 0 < 1 - b * mu + mu := by linarith
  have dx : 0 < effCoupling b x mu := sub_pos.2 hx.2
  have dy : 0 < effCoupling b y mu := sub_pos.2 hy.2
  -- cross-multiplied, the difference of exponents is `a (y - x) (1 - b μ + μ)`
  have h : exponent a b y mu < exponent a b x mu := by
    unfold exponent
    rw [div_lt_div_iff₀ dy dx]
    unfold effCoupling
    nlinarith [mul_pos ha (mul_pos (sub_pos.2 hxy) hkm)]
  simp only [tcForm]
  exact mul_lt_mul_of_pos_left (Real.exp_lt_exp.2 (neg_lt_neg h)) hA
```

`StrictAntiOn` reverses the inequality between the values. Here the variable is the pseudopotential, and the set consists of all real values with $D>0$ at the given $\lambda$, negative ones included. The hypothesis `hb` makes $1+b\lambda$ positive, and the hint to `nlinarith` is the numerator $a(1+\lambda)$ times the difference $(y-x)(1+b\lambda)$ of the denominators.

```lean
/-- At fixed `λ > 0` the critical temperature decreases strictly with `μ` on the set where
`μ (1 + b λ) < λ`. -/
theorem tcForm_strictAntiOn (hA : 0 < A) (ha : 0 < a) (hb : 0 ≤ b) (hlam : 0 < lam) :
    StrictAntiOn (fun mu => tcForm A a b lam mu) {mu | mu * (1 + b * lam) < lam} := by
  intro x hx y hy hxy
  have dx : 0 < effCoupling b lam x := sub_pos.2 hx
  have dy : 0 < effCoupling b lam y := sub_pos.2 hy
  have hn : 0 < a * (1 + lam) := by positivity
  have hr : 0 < 1 + b * lam := by positivity
  -- a larger `μ` shrinks the denominator at fixed positive numerator
  have h : exponent a b lam x < exponent a b lam y := by
    unfold exponent
    rw [div_lt_div_iff₀ dx dy]
    unfold effCoupling
    nlinarith [mul_pos hn (mul_pos (sub_pos.2 hxy) hr)]
  simp only [tcForm]
  exact mul_lt_mul_of_pos_left (Real.exp_lt_exp.2 (neg_lt_neg h)) hA
```

## The ceiling as bound, limit and supremum

The strict bound rewrites the exponent by `exponent_split` and shows the second term positive as a quotient of $a(k+\mu)$ by $kD$.

```lean
/-- On the window the critical temperature is strictly below the ceiling. -/
theorem tcForm_lt_ceiling (hA : 0 < A) (ha : 0 < a) (hmu : 0 ≤ mu)
    (hlam : lam ∈ window b mu) : tcForm A a b lam mu < ceiling A a b mu := by
  have hk : 0 < 1 - b * mu := sub_pos.2 ((mem_window_iff hmu).1 hlam).1
  have hkm : 0 < 1 - b * mu + mu := by linarith
  have hd : 0 < effCoupling b lam mu := sub_pos.2 hlam.2
  have h : a / (1 - b * mu) < exponent a b lam mu := by
    rw [exponent_split hk.ne' hd.ne']
    exact lt_add_of_pos_right _ (div_pos (mul_pos ha hkm) (mul_pos hk hd))
  unfold tcForm ceiling
  exact mul_lt_mul_of_pos_left (Real.exp_lt_exp.2 (neg_lt_neg h)) hA
```

The limit is expressed by `Tendsto`, with `atTop` for $\lambda\to\infty$ and `𝓝` for the neighbourhoods of the limiting value. It needs only $k>0$, with no condition on the signs of $A$, $a$ or $\mu$. Step `h1` is $D\to\infty$, obtained by writing $D=k\lambda-\mu$, and `h3` sends the second term of the split to zero. In `h4` the split may be used only where $D\neq0$, so `filter_upwards` restricts to the large $\lambda$ at which $D>0$. Continuity of the exponential finishes the argument.

```lean
/-- For `b μ < 1` the critical temperature tends to the ceiling as the coupling tends to
infinity. -/
theorem tcForm_tendsto_ceiling (hbm : b * mu < 1) :
    Tendsto (fun lam => tcForm A a b lam mu) atTop (𝓝 (ceiling A a b mu)) := by
  have hk : 0 < 1 - b * mu := sub_pos.2 hbm
  -- the reduced coupling is affine in `λ` with positive slope
  have h1 : Tendsto (fun lam => effCoupling b lam mu) atTop atTop := by
    have h := tendsto_atTop_add_const_right atTop (-mu)
      (Tendsto.const_mul_atTop hk (tendsto_id (α := ℝ) (x := atTop)))
    refine h.congr fun lam => ?_
    simp only [effCoupling, id]
    ring
  have h3 : Tendsto (fun lam => a * (1 - b * mu + mu) /
      ((1 - b * mu) * effCoupling b lam mu)) atTop (𝓝 0) :=
    tendsto_const_nhds.div_atTop (h1.const_mul_atTop hk)
  have h4 : Tendsto (fun lam => exponent a b lam mu) atTop (𝓝 (a / (1 - b * mu))) := by
    have h := (tendsto_const_nhds (x := a / (1 - b * mu))).add h3
    rw [add_zero] at h
    refine h.congr' ?_
    filter_upwards [h1.eventually_gt_atTop 0] with lam hl
    exact (exponent_split hk.ne' hl.ne').symm
  exact ((Real.continuous_exp.tendsto _).comp h4.neg).const_mul A
```

`IsLUB S c` says that `c` is an upper bound of the set `S` and lies at or below every other upper bound. The set is the image of the window under $\lambda\mapsto T$, that is, all temperatures the formula produces at the given $\mu$ for couplings in the window. The first half is the strict bound weakened to $\le$. The second half takes an upper bound `c` and uses `le_of_tendsto` to pass the inequality $T\le c$, valid for all $\lambda>\lambda_c$, to the limit. The hypothesis `hbm` has to be given here, because on an empty window every real number would be an upper bound.

```lean
/-- The ceiling is the least upper bound of the critical temperature over the window. -/
theorem tcForm_isLUB (hA : 0 < A) (ha : 0 < a) (hmu : 0 ≤ mu) (hbm : b * mu < 1) :
    IsLUB ((fun lam => tcForm A a b lam mu) '' window b mu) (ceiling A a b mu) := by
  constructor
  · rintro _ ⟨lam, h, rfl⟩
    exact (tcForm_lt_ceiling hA ha hmu h).le
  · intro c hc
    refine le_of_tendsto (tcForm_tendsto_ceiling hbm) ?_
    filter_upwards [eventually_gt_atTop (threshold b mu)] with lam hl
    exact hc ⟨lam, (mem_window_iff hmu).2 ⟨hbm, hl⟩, rfl⟩
```

## Vanishing at the threshold

The filter `𝓝[>] threshold b mu` describes approach to $\lambda_c$ through strictly larger values. The facts `hpos`, `hzero` and `hc` say that $D$ is positive above the threshold, zero at it and continuous, and `h1` combines them into $D\to0^+$. Then `h2` is $1/D\to\infty$, and `h3` and `h4` carry the divergence through the split with its positive coefficient $a(k+\mu)/k$. The limit $e^{-E}\to0$ is multiplied by `A`, whose sign plays no part. The theorem assumes $a>0$, $\mu\ge0$ and $b\mu<1$, so that the window is non-empty and begins at $\lambda_c$. It is stated for `tcForm` and is not among the clauses of the final theorem.

```lean
/-- The critical temperature tends to zero as the coupling decreases to the threshold. -/
theorem tcForm_tendsto_zero (ha : 0 < a) (hmu : 0 ≤ mu) (hbm : b * mu < 1) :
    Tendsto (fun lam => tcForm A a b lam mu) (𝓝[>] threshold b mu) (𝓝 0) := by
  have hk : 0 < 1 - b * mu := sub_pos.2 hbm
  have hkm : 0 < 1 - b * mu + mu := by linarith
  have hpos : ∀ᶠ lam in 𝓝[>] threshold b mu, 0 < effCoupling b lam mu := by
    filter_upwards [self_mem_nhdsWithin] with lam hl
    exact sub_pos.2 ((mem_window_iff hmu).2 ⟨hbm, hl⟩).2
  have hzero : effCoupling b (threshold b mu) mu = 0 := by
    have h := div_mul_cancel₀ mu hk.ne'
    unfold effCoupling threshold
    linear_combination h
  have hc : Continuous fun lam => effCoupling b lam mu := by
    unfold effCoupling
    fun_prop
  -- the reduced coupling tends to zero from above, so the exponent diverges
  have h1 : Tendsto (fun lam => effCoupling b lam mu) (𝓝[>] threshold b mu) (𝓝[>] 0) :=
    tendsto_nhdsWithin_iff.2 ⟨(hc.tendsto' _ 0 hzero).mono_left nhdsWithin_le_nhds, hpos⟩
  have h2 : Tendsto (fun lam => (effCoupling b lam mu)⁻¹) (𝓝[>] threshold b mu) atTop :=
    tendsto_inv_nhdsGT_zero.comp h1
  have h3 : Tendsto (fun lam => a / (1 - b * mu) +
      a * (1 - b * mu + mu) / (1 - b * mu) * (effCoupling b lam mu)⁻¹)
      (𝓝[>] threshold b mu) atTop :=
    tendsto_atTop_add_const_left _ _ (h2.const_mul_atTop (div_pos (mul_pos ha hkm) hk))
  have h4 : Tendsto (fun lam => exponent a b lam mu) (𝓝[>] threshold b mu) atTop := by
    refine h3.congr' ?_
    filter_upwards [hpos] with lam hl
    rw [exponent_split hk.ne' hl.ne', ← div_eq_mul_inv, div_div]
  have h := (Real.tendsto_exp_neg_atTop_nhds_zero.comp h4).const_mul A
  rw [mul_zero] at h
  exact h
```

## The McMillan constants

The final theorem assumes $\theta>0$ and $0\le\mu<1/0.62$ and has four clauses. The first is strict increase in $\lambda$ on `window 0.62 mu`. The second is strict decrease in a pseudopotential `m` at every $\lambda>0$, over all `m` with positive denominator, independently of the fixed `mu`. The third identifies $(\theta/1.45)\exp(-1.04/(1-0.62\mu))$ as the least upper bound over the window, and the fourth is the strict inequality, which excludes that the bound is attained. The proof checks that the three constants are positive, converts `hmu'` into $0.62\mu<1$, and applies the general results.

```lean
/-- For `θ > 0` and `0 ≤ μ < 1/0.62` the McMillan temperature increases strictly in `λ` on the
window, decreases strictly in the pseudopotential `m` at each `λ > 0` on the set where `m (1 + 0.62
λ) < λ`, and has least upper bound `(θ/1.45) exp(-1.04/(1 - 0.62 μ))` over the window, staying
strictly below it. -/
theorem mcMillan_monotone_and_supremum {theta : ℝ} (hth : 0 < theta) (hmu : 0 ≤ mu)
    (hmu' : mu < 1 / 0.62) :
    StrictMonoOn (fun lam => mcMillanTc theta lam mu) (window 0.62 mu) ∧
    (∀ lam, 0 < lam →
      StrictAntiOn (fun m => mcMillanTc theta lam m) {m | m * (1 + 0.62 * lam) < lam}) ∧
    IsLUB ((fun lam => mcMillanTc theta lam mu) '' window 0.62 mu)
      (theta / 1.45 * Real.exp (-(1.04 / (1 - 0.62 * mu)))) ∧
    ∀ lam ∈ window 0.62 mu,
      mcMillanTc theta lam mu < theta / 1.45 * Real.exp (-(1.04 / (1 - 0.62 * mu))) := by
  have hA : 0 < theta / 1.45 := div_pos hth (by norm_num)
  have ha : (0 : ℝ) < 1.04 := by norm_num
  have hb : (0 : ℝ) < 0.62 := by norm_num
  have hbm : 0.62 * mu < 1 := by
    rw [lt_div_iff₀ hb, mul_comm] at hmu'
    exact hmu'
  exact ⟨tcForm_strictMonoOn hA ha hmu, fun _ h => tcForm_strictAntiOn hA ha hb.le h,
    tcForm_isLUB hA ha hmu hbm, fun _ h => tcForm_lt_ceiling hA ha hmu h⟩

end

end McMillanTc
```

```lean
#print axioms McMillanTc.tcForm_tendsto_zero
-- 'McMillanTc.tcForm_tendsto_zero' depends on axioms: [propext, Classical.choice, Quot.sound]
#print axioms McMillanTc.mcMillan_monotone_and_supremum
-- 'McMillanTc.mcMillan_monotone_and_supremum' depends on axioms: [propext, Classical.choice, Quot.sound]
```

The theorem concerns the closed-form expression. It treats $\theta$, $\lambda$ and $\mu$ as independent numbers, whereas in a material a change that raises $\lambda$ generally shifts the phonon frequencies as well. It does not derive the formula from the Eliashberg equations or say over what range the fit is accurate, so the ceiling limits what this single-band, isotropic fit can predict at fixed $\theta$ and $\mu$ and is not a bound on the critical temperature of a superconductor.

## Evaluating and inverting the formula in a code

In an electron-phonon calculation the coupling is typically obtained from the Eliashberg spectral function $\alpha^2F(\omega)$ of the phonon frequency $\omega$ as $\lambda=2\int_0^\infty\alpha^2F(\omega)\,d\omega/\omega$, while $\mu$ is often an input parameter, either fixed or scanned over a range. The formula is then one line of post-processing. The results for `tcForm` hold for every $A>0$, so they also apply when the prefactor is built from a different phonon temperature scale, provided that this scale is held fixed while $\lambda$ or $\mu$ varies.

That line needs the test $D>0$. For $\lambda=0.05$ and $\mu=0.1$ the denominator is $-0.0531$, the exponent $E$ is about $-20.6$, and an unguarded evaluation returns a temperature far above $A$. Returning zero whenever $D\le0$ is safe for every $\mu\ge0$, and for $0.62\mu<1$ it joins continuously to the limit at the threshold. In a scan over $\mu$ at fixed $\lambda$, the end points bracket all intermediate temperatures as long as $D>0$ at the largest $\mu$.

Strict monotonicity means that a target temperature $T$ corresponds to at most one $\lambda$ in the window, and to none if $T\ge T_{\max}$. For $0<T<T_{\max}$ the split can be solved directly: with $E=\ln(A/T)$ one gets $D=a(k+\mu)/(kE-a)$ and $\lambda=(D+\mu)/k$. This inversion and the rounded numbers quoted in the text are ordinary algebra and arithmetic that the Lean file does not contain.
